# A gap equal to the charge-transfer energy does not fix the Hubbard U

## The gap as a minimum of two energies

The charge gap of the insulator is taken to be $\min(U,D)$, where $U$ is the repulsion between two electrons on the same metal site and $D>0$ is the energy needed to move an electron from a ligand to a metal site. The two energies are independent numbers, and nothing else enters the gap: no bandwidth, no hybridisation and no dependence of $D$ on $U$. This choice reduces the insulator to two competing charge excitations. One moves an electron from one metal site to another and costs $U$; the other moves an electron from ligand to metal and costs $D$. The cheaper one sets the gap. When $U<D$ the system is of Mott–Hubbard type, and when $U>D$ it is of charge-transfer type.

The second observable is the superexchange coupling between two metal spins with a ligand between them. With metal–ligand hopping $t$, it is taken to be the fourth-order expression

$$J(U)=\frac{4t^4}{D^2}\left(\frac1U+\frac1D\right),\qquad U>0,$$

where $t$ and $D$ are held fixed and the two spins $\tfrac12$ interact through $J\,\mathbf S_1\cdot\mathbf S_2$, so that $J$ is the energy of the triplet above the singlet and a positive $J$ means antiferromagnetic coupling. The two terms stand for two kinds of virtual process, most easily described with one hole on each metal site. In the first, a hole crosses the ligand with effective amplitude $t^2/D$ and meets the other hole on the same metal site, at cost $U$. This gives $4(t^2/D)^2/U$. In the second, both holes sit on the ligand at once, at cost $2D$ if repulsion on the ligand is neglected. This gives $4t^4/D^3$, which does not involve $U$.

The question is what a measured gap says about $U$ in this model. It matters for DFT+U, where $U$ is sometimes adjusted until the computed gap matches experiment; the answer below concerns a model in which the gap is exactly $\min(U,D)$. In an actual DFT+U calculation, the correction shifts the metal $d$ levels relative to the ligand levels, so the charge-transfer energy itself generally changes with $U$, and hybridisation alters the gap further. The perfectly flat region found here belongs to the model, in which $D$ is held fixed.

## Same gap, different superexchange

Let $D>0$ and $t\neq0$. The main result has two parts.

1. If $D\le U_1<U_2$, then the gaps at $U_1$ and $U_2$ are equal, while $J(U_2)<J(U_1)$.
2. As $U\to\infty$, $J(U)\to 4t^4/D^3$.

For the gaps, note that $\min(U,D)=D$ holds exactly when $D\le U$. Both $U_1$ and $U_2$ satisfy this condition, so both gaps equal $D$.

For the couplings, $0<D\le U_1<U_2$ gives $1/U_2<1/U_1$. Adding $1/D$ to both sides keeps the inequality, and so does multiplying by $4t^4/D^2$, which is positive because $t\ne0$. Hence $J(U_2)<J(U_1)$. This step needs only $0<U_1<U_2$, so $J$ decreases strictly over all positive repulsions.

For the limit, $1/U\to0$, and therefore

$$J(U)\to\frac{4t^4}{D^2}\left(0+\frac1D\right)=\frac{4t^4}{D^3}.$$

The process with both holes on the ligand survives when double occupation of a metal site becomes infinitely expensive.

As an example, $U=D$, $U=2D$ and $U=4D$ all give the gap $D$, but the couplings are $8t^4/D^3$, $6t^4/D^3$ and $5t^4/D^3$.

## How much freedom the gap leaves

The repulsions compatible with a gap equal to $D$ are exactly those with $U\ge D$. Over this set, $J$ takes exactly the values in the half-open interval

$$\left(\frac{4t^4}{D^3},\ \frac{8t^4}{D^3}\right].$$

To see that no value lies outside, separate the limit from the rest:

$$J(U)=\frac{4t^4}{D^3}+\frac{4t^4}{D^2U}.$$

The second term is positive, so $J(U)>4t^4/D^3$. Since $U\ge D$, the second term is at most $4t^4/D^3$, so $J(U)\le 8t^4/D^3$.

To see that every value in the interval occurs, take such a $J$ and set $s=JD^3-4t^4$. The bounds on $J$ become $0<s\le4t^4$. Now choose

$$U=\frac{4t^4D}{s}.$$

From $s\le4t^4$ it follows that $U\ge D$, so the gap is $D$. Substitution gives

$$J(U)=\frac{4t^4}{D^2}\left(\frac{s}{4t^4D}+\frac1D\right)=\frac{s+4t^4}{D^3}=J.$$

With $t$ and $D$ known, a fit to a gap equal to $D$ therefore leaves the coupling open within a factor of two. The upper end is reached at $U=D$; the lower end is approached and never reached.

## When the data do determine U

A gap below the charge-transfer energy behaves differently. Suppose $\min(U,D)=g$ with $g<D$. If $D\le U$, the minimum would be $D$, which contradicts $g<D$. So $U<D$, the minimum is $U$, and $U=g$.

The coupling also carries the missing information, provided that $t$ and $D$ are known. Multiplying the formula for $J$ by $D^3$ gives $D^3J=4t^4D/U+4t^4$, and hence

$$U\,(D^3J-4t^4)=4t^4D.$$

For $t\neq0$ and $D\neq0$ the right-hand side is nonzero, so the bracket is nonzero too, and one may divide by it to obtain $U$. For large $U$ the bracket is a small difference of two larger numbers, so an error in $J$ or $t$ is then strongly amplified in $U$.

If $D$ is unknown as well, the gap and the coupling together can still fail to identify the parameters, even at a known hopping. For any energy scale $E>0$, compare

- $U=E$ and $D=\tfrac65E$, where the repulsion is the smaller energy;
- $U=\tfrac{216}{59}E$ and $D=E$, where the charge-transfer energy is the smaller one.

Both gaps equal $E$. The couplings are

$$\frac{4t^4}{E^3}\cdot\frac{25}{36}\left(1+\frac56\right)=\frac{4t^4}{E^3}\cdot\frac{275}{216},
\qquad
\frac{4t^4}{E^3}\left(\frac{59}{216}+1\right)=\frac{4t^4}{E^3}\cdot\frac{275}{216}.$$

They agree, although one parameter set describes a Mott–Hubbard insulator and the other a charge-transfer insulator. An independent estimate of $U$ or $D$ would tell these two sets apart if it is accurate enough; the two values of $D$ differ by only 20%, while those of $U$ differ by more than a factor of three.

## The model in Lean

All energies and the hopping are real numbers. `chargeGap U D` is $\min(U,D)$, and `superexchange t D U` is the coupling $J(U)$; note the order of its arguments, with the repulsion last. Both are definitions. The file contains no Hamiltonian, so neither the gap as a minimum nor the fourth-order formula is derived from one.

The theorem `gap_does_not_fix_U` states the main result. Its hypotheses are `t ≠ 0` and `0 < D`. The first says that metal and ligand are coupled at all; without hopping, $J$ would vanish for every $U$. The second says that moving an electron from ligand to metal costs energy. The repulsions are positive because `D ≤ U₁` and `U₁ < U₂`. The limit is written with `Tendsto`, where `atTop` means that $U$ grows without bound and `𝓝` denotes the neighbourhoods of the limiting value.

The theorem `superexchange_range_at_fixed_gap` is an equality of sets. The notation `superexchange t D '' {U | chargeGap U D = D}` is the set of all couplings obtained from repulsions whose gap is $D$, and `Set.Ioc` is an interval open on the left and closed on the right.

The remaining theorems cover the contrasting cases. `gap_fixes_U_below_transfer` needs no sign conditions. `repulsion_from_superexchange` gives the linear equation for $U$ and needs only that $D$ and $U$ are nonzero. `gap_and_superexchange_ambiguous` holds for every $t$ and every $E>0$.

No hypothesis requires $t$ to be small compared with $U$ and $D$. The theorems are correct about the formula in any case, but the formula is a perturbative result, reliable for this simplified model when $t$ is small compared with both energies. Ligand repulsion, several orbitals per site and direct metal–metal exchange are also absent.

## The complete file

```lean
import Mathlib

open Filter Topology

namespace GapCannotFixHubbardU

noncomputable section

/-- The charge gap: the smaller of the on-site repulsion `U` and the charge-transfer
energy `D`. -/
def chargeGap (U D : ℝ) : ℝ := min U D

/-- The fourth-order superexchange coupling for metal-ligand hopping `t`, charge-transfer
energy `D` and on-site repulsion `U`. -/
def superexchange (t D U : ℝ) : ℝ := 4 * t ^ 4 / D ^ 2 * (1 / U + 1 / D)

/-- The gap equals the charge-transfer energy exactly when the repulsion is at least
as large as that energy. -/
theorem chargeGap_eq_transfer_iff (U D : ℝ) : chargeGap U D = D ↔ D ≤ U :=
  min_eq_right_iff

/-- A measured gap `g` below the charge-transfer energy is equal to the repulsion `U`. -/
theorem gap_fixes_U_below_transfer {U D g : ℝ} (hg : chargeGap U D = g) (hgD : g < D) :
    U = g := by
  rcases le_total U D with h | h
  · rwa [chargeGap, min_eq_left h] at hg
  · rw [chargeGap, min_eq_right h] at hg
    linarith

/-- At fixed nonzero hopping and positive charge-transfer energy, the larger of two positive
repulsions gives a strictly smaller superexchange coupling. -/
theorem superexchange_strictly_decreases {t D U₁ U₂ : ℝ} (ht : t ≠ 0) (hD : 0 < D)
    (hU : 0 < U₁) (h : U₁ < U₂) : superexchange t D U₂ < superexchange t D U₁ := by
  have hc : 0 < 4 * t ^ 4 / D ^ 2 := by positivity
  have hinv : 1 / U₂ < 1 / U₁ := one_div_lt_one_div_of_lt hU h
  unfold superexchange
  exact mul_lt_mul_of_pos_left (by linarith) hc

/-- For nonzero hopping and `D > 0`, two different repulsions, both at least `D`, give the same gap
but different superexchange, and the superexchange tends to `4 t⁴ / D³` as the repulsion grows. -/
theorem gap_does_not_fix_U {t D : ℝ} (ht : t ≠ 0) (hD : 0 < D) :
    (∀ U₁ U₂ : ℝ, D ≤ U₁ → U₁ < U₂ →
      chargeGap U₁ D = chargeGap U₂ D ∧ superexchange t D U₂ < superexchange t D U₁) ∧
    Tendsto (fun U => superexchange t D U) atTop (𝓝 (4 * t ^ 4 / D ^ 3)) := by
  constructor
  · intro U₁ U₂ h₁ h₂
    refine ⟨?_, superexchange_strictly_decreases ht hD (lt_of_lt_of_le hD h₁) h₂⟩
    -- both gaps are pinned at the charge-transfer energy
    rw [(chargeGap_eq_transfer_iff U₁ D).2 h₁,
      (chargeGap_eq_transfer_iff U₂ D).2 (h₁.trans h₂.le)]
  · -- only the term 1/U depends on the repulsion, and it vanishes
    have h0 : Tendsto (fun U : ℝ => 1 / U) atTop (𝓝 0) := by
      simpa only [one_div] using (tendsto_inv_atTop_zero (𝕜 := ℝ))
    have h1 := (h0.add_const (1 / D)).const_mul (4 * t ^ 4 / D ^ 2)
    have e : 4 * t ^ 4 / D ^ 3 = 4 * t ^ 4 / D ^ 2 * (0 + 1 / D) := by ring
    rw [e]
    exact h1

/-- For nonzero hopping and `D > 0`, over all repulsions whose gap equals `D`, the superexchange
takes exactly the values above `4 t⁴ / D³` and up to `8 t⁴ / D³`. -/
theorem superexchange_range_at_fixed_gap {t D : ℝ} (ht : t ≠ 0) (hD : 0 < D) :
    superexchange t D '' {U | chargeGap U D = D} =
      Set.Ioc (4 * t ^ 4 / D ^ 3) (8 * t ^ 4 / D ^ 3) := by
  have hD0 : D ≠ 0 := hD.ne'
  have hD3 : 0 < D ^ 3 := by positivity
  have hK : 0 < 4 * t ^ 4 := by positivity
  ext J
  constructor
  · rintro ⟨U, hU, rfl⟩
    have hDU : D ≤ U := (chargeGap_eq_transfer_iff U D).1 hU
    have hU0 : 0 < U := lt_of_lt_of_le hD hDU
    -- separate the limiting value from the part that depends on U
    have e : superexchange t D U = 4 * t ^ 4 / D ^ 3 + 4 * t ^ 4 / (D ^ 2 * U) := by
      unfold superexchange
      ring
    have hpos : 0 < 4 * t ^ 4 / (D ^ 2 * U) := by positivity
    have hle : 4 * t ^ 4 / (D ^ 2 * U) ≤ 4 * t ^ 4 / (D ^ 2 * D) := by gcongr
    have e8 : 8 * t ^ 4 / D ^ 3 = 4 * t ^ 4 / D ^ 3 + 4 * t ^ 4 / (D ^ 2 * D) := by
      ring
    rw [Set.mem_Ioc, e, e8]
    constructor <;> linarith
  · rintro ⟨h1, h2⟩
    rw [div_lt_iff₀ hD3] at h1
    rw [le_div_iff₀ hD3] at h2
    obtain ⟨s, hs⟩ : ∃ s, s = J * D ^ 3 - 4 * t ^ 4 := ⟨_, rfl⟩
    have hs0 : 0 < s := by linarith
    have hsK : s ≤ 4 * t ^ 4 := by linarith
    have hJ : J = (s + 4 * t ^ 4) / D ^ 3 := by
      rw [eq_div_iff hD3.ne']
      linarith
    -- solve the superexchange formula for the repulsion
    refine ⟨4 * t ^ 4 * D / s, ?_, ?_⟩
    · apply (chargeGap_eq_transfer_iff _ D).2
      rw [le_div_iff₀ hs0]
      nlinarith [mul_le_mul_of_nonneg_left hsK hD.le]
    · have hs1 : s ≠ 0 := hs0.ne'
      unfold superexchange
      rw [hJ, one_div_div]
      field_simp

/-- The repulsion satisfies a linear equation whose coefficients are given by the
hopping, the charge-transfer energy and the superexchange coupling. -/
theorem repulsion_from_superexchange {t D U : ℝ} (hD : D ≠ 0) (hU : U ≠ 0) :
    U * (D ^ 3 * superexchange t D U - 4 * t ^ 4) = 4 * t ^ 4 * D := by
  unfold superexchange
  field_simp
  ring

/-- At every energy scale `E` and hopping `t`, the parameters `U = E`, `D = 6E/5` and the
parameters `U = 216E/59`, `D = E` give the same gap and the same superexchange. -/
theorem gap_and_superexchange_ambiguous (t : ℝ) {E : ℝ} (hE : 0 < E) :
    chargeGap E (6 / 5 * E) = chargeGap (216 / 59 * E) E ∧
    superexchange t (6 / 5 * E) E = superexchange t E (216 / 59 * E) := by
  have hE0 : E ≠ 0 := hE.ne'
  constructor
  · unfold chargeGap
    rw [min_eq_left (by linarith), min_eq_right (by linarith)]
  · unfold superexchange
    ring

end

end GapCannotFixHubbardU
```

```lean
#print axioms GapCannotFixHubbardU.chargeGap_eq_transfer_iff
-- 'GapCannotFixHubbardU.chargeGap_eq_transfer_iff' depends on axioms: [propext, Classical.choice, Quot.sound]
#print axioms GapCannotFixHubbardU.gap_does_not_fix_U
-- 'GapCannotFixHubbardU.gap_does_not_fix_U' depends on axioms: [propext, Classical.choice, Quot.sound]
#print axioms GapCannotFixHubbardU.repulsion_from_superexchange
-- 'GapCannotFixHubbardU.repulsion_from_superexchange' depends on axioms: [propext, Classical.choice, Quot.sound]
#print axioms GapCannotFixHubbardU.gap_and_superexchange_ambiguous
-- 'GapCannotFixHubbardU.gap_and_superexchange_ambiguous' depends on axioms: [propext, Classical.choice, Quot.sound]
```

## How the proofs follow the derivation

`superexchange_strictly_decreases` has the two ingredients used above. The fact `hc` is the positivity of the prefactor, and `hinv` is the inequality $1/U_2<1/U_1$. After the definition is unfolded, `mul_lt_mul_of_pos_left` multiplies the inequality between the brackets by the prefactor, while `linarith` supplies the addition of $1/D$.

In `gap_does_not_fix_U`, the first half rewrites both gaps to $D$ and takes the inequality between the couplings from the previous lemma. The second half begins with `h0`, the statement $1/U\to0$. The calls to `add_const` and `const_mul` add $1/D$ and multiply by the prefactor inside the limit. This yields the limit in the form $\frac{4t^4}{D^2}(0+\frac1D)$, and the equation `e` identifies it with $4t^4/D^3$.

The range theorem is proved by showing that a number $J$ belongs to one set exactly when it belongs to the other. In the first direction, `e` is the splitting of $J(U)$ into its limit and a remainder, `hpos` says that the remainder is positive, and `hle` bounds it by its value at $U=D$. The two interval bounds then follow by linear arithmetic.

In the second direction, the bounds on $J$ are first cleared of their denominators. The variable `s` is introduced with its defining equation, and `hs0` and `hsK` record $0<s\le4t^4$. The repulsion $4t^4D/s$ is then supplied explicitly, which leaves two obligations: its gap is $D$, and its coupling is $J$. The first reduces to $Ds\le4t^4D$, which is `hsK` multiplied by $D$. The second is the substitution carried out above, with `field_simp` clearing the fractions.

The other proofs are short. `gap_fixes_U_below_transfer` splits into the cases $U\le D$ and $D\le U$, and the second contradicts $g<D$. The linear equation for $U$ comes from clearing denominators. For the ambiguous pair, each minimum is evaluated by naming its smaller argument, and `ring` confirms that the couplings agree.

## The equivalence `min_eq_right_iff`

The argument turns on one Mathlib lemma about minima, `min_eq_right_iff`. It says that the minimum of two elements equals the second one if and only if the second is at most the first. Since `chargeGap U D` is by definition `min U D`, the lemma serves directly as the proof of `chargeGap_eq_transfer_iff`, which translates a statement about an observable, "the gap is $D$", into a condition on the parameter, "$D\le U$".

Both directions of the equivalence are used. In Lean, `.1` selects the implication from left to right and `.2` the one from right to left. The main theorem needs only `.2`: from $D\le U_1$ and $D\le U_2$ it obtains two equations for the gaps, and rewriting with them makes the two sides identical. The range theorem needs both. Given a repulsion with gap $D$, `.1` extracts the inequality that bounds the coupling from above. Given a coupling in the interval, `.2` turns the inequality for the constructed repulsion back into a statement about its gap.

A one-way implication from $D\le U$ to a gap of $D$ would be enough to show that different repulsions share a gap. The converse is what identifies the full set of compatible repulsions, and so makes the upper bound $8t^4/D^3$ valid for every one of them.
